# Boosts generate the Lorentz algebra in any finite number of space dimensions

Let \(g=\mathrm{diag}(1,-I)\) be the metric on \(\mathbb R^{1+n}\). If a real linear subspace of matrices is closed under commutators and contains every boost generator
\[
B(v)=\begin{pmatrix}0&v^T\\ v&0\end{pmatrix},
\]
then it contains every \(X\) with \(X^Tg+gX=0\). In particular it contains the rotation generators, which arise as sums of commutators of boosts.

The rotation left over from two boosts underlies Thomas precession, which enters the spin–orbit coupling of an atomic electron; the theorems here concern only the infinitesimal generators as real matrices, not finite boosts or spinors.

## Metric and generators

```lean
import Mathlib

open Matrix

namespace BoostsGenerateLorentz

noncomputable section

variable {n : Type*} [Fintype n]
```

Here `n` is a finite set of labels for the space directions, so the dimension is left open.

```lean
/-- The Minkowski metric diag(1, -I), with one time direction and space directions `n`. -/
def metric (n : Type*) [DecidableEq n] : Matrix (Unit ⊕ n) (Unit ⊕ n) ℝ :=
  fromBlocks 1 0 0 (-1)
```

Spacetime indices have type `Unit ⊕ n`: one time index, written `Sum.inl ()`, or a space index `Sum.inr i`. `fromBlocks` assembles a matrix from its four blocks. Time carries the plus sign, and \(c=1\).

```lean
/-- The boost generator along `v`: it mixes time with the spatial direction `v`. -/
def boost (v : n → ℝ) : Matrix (Unit ⊕ n) (Unit ⊕ n) ℝ :=
  fromBlocks 0 (of fun _ j => v j) (of fun i _ => v i) 0
```

This is \(B(v)\), real and without a factor of \(i\).

```lean
/-- The spacetime matrix that acts as `A` on space and annihilates the time direction. -/
def rotation (A : Matrix n n ℝ) : Matrix (Unit ⊕ n) (Unit ⊕ n) ℝ :=
  fromBlocks 0 0 0 A
```

Write \(R(A)\) for this matrix. The definition accepts any \(A\); it is a rotation generator when \(A^T=-A\).

```lean
/-- The commutator of two spacetime matrices. -/
def comm (X Y : Matrix (Unit ⊕ n) (Unit ⊕ n) ℝ) : Matrix (Unit ⊕ n) (Unit ⊕ n) ℝ :=
  X * Y - Y * X
```

This is \([X,Y]=XY-YX\).

```lean
/-- The Lorentz algebra: all real matrices `X` with `Xᵀ g + g X = 0`. -/
def lorentzAlgebra (n : Type*) [Fintype n] [DecidableEq n] :
    Submodule ℝ (Matrix (Unit ⊕ n) (Unit ⊕ n) ℝ) where
  carrier := {X | Xᵀ * metric n + metric n * X = 0}
  zero_mem' := by simp
  add_mem' := by
    intro X Y hX hY
    simp only [Set.mem_ofPred_eq] at *
    calc (X + Y)ᵀ * metric n + metric n * (X + Y)
        = (Xᵀ * metric n + metric n * X) + (Yᵀ * metric n + metric n * Y) := by
          rw [transpose_add, Matrix.add_mul, Matrix.mul_add]; abel
      _ = 0 := by rw [hX, hY, add_zero]
  smul_mem' := by
    intro c X hX
    simp only [Set.mem_ofPred_eq] at *
    rw [transpose_smul, Matrix.smul_mul, Matrix.mul_smul, ← smul_add, hX, smul_zero]
```

The condition \(X^Tg+gX=0\) is the first-order form of \(\Lambda^Tg\Lambda=g\) for \(\Lambda=1+\varepsilon X\). A `Submodule ℝ` is a real linear subspace, so Lean asks for proofs that the solutions include zero and are closed under sums and real multiples.

## Two boosts give a spatial matrix

```lean
/-- The commutator of the boosts along `u` and `v` acts on space alone, as `u vᵀ - v uᵀ`. -/
theorem comm_boost (u v : n → ℝ) :
    comm (boost u) (boost v) = rotation (of fun i j => u i * v j - v i * u j) := by
  ext (i | i) (j | j) <;>
    simp [comm, boost, rotation, Matrix.mul_apply, Fintype.sum_sum_type, mul_comm]
```

Block multiplication gives
\[
B(u)B(v)=\begin{pmatrix}u\cdot v&0\\0&uv^T\end{pmatrix}.
\]
Subtracting the product in the other order cancels \(u\cdot v\) and leaves \([B(u),B(v)]=R(uv^T-vu^T)\). In Lean, `ext` splits the claim into entries, time or space in each index, and `simp` computes them.

```lean
/-- The commutator of two boost generators is again a boost generator exactly when
`u i * v j = v i * u j` for all pairs of space directions. -/
theorem comm_boost_eq_boost_iff (u v : n → ℝ) :
    (∃ w, comm (boost u) (boost v) = boost w) ↔ ∀ i j, u i * v j = v i * u j := by
  constructor
  · rintro ⟨w, h⟩ i j
    rw [comm_boost] at h
    -- a boost has no purely spatial entries
    have h' := congrFun (congrFun h (Sum.inr i)) (Sum.inr j)
    simp [rotation, boost] at h'
    linarith
  · intro h
    refine ⟨0, ?_⟩
    rw [comm_boost]
    ext (i | i) (j | j) <;> simp [rotation, boost, h]
```

A boost has no spatial block. If the commutator is a boost, then \(uv^T-vu^T=0\), that is, \(u_iv_j=v_iu_j\) for all \(i,j\). Conversely, under that condition the commutator is zero, which is \(B(0)\). The condition says that \(u\) and \(v\) are linearly dependent.

```lean
variable [DecidableEq n]

/-- Every rotation generator is half the sum, over the space axes, of the commutators of the
boost along the axis with the boost along the corresponding row of `A`. -/
theorem rotation_eq_sum_comm_boost (A : Matrix n n ℝ) (hA : Aᵀ = -A) :
    rotation A = (1 / 2 : ℝ) • ∑ i, comm (boost (Pi.single i 1)) (boost (A i)) := by
  have hA' : ∀ i j, A j i = -A i j := fun i j => congrFun (congrFun hA i) j
  simp only [comm_boost]
  ext (i | i) (j | j)
  · simp [rotation, Matrix.sum_apply]
  · simp [rotation, Matrix.sum_apply]
  · simp [rotation, Matrix.sum_apply]
  · -- the sum collapses to A - Aᵀ, which is 2 A
    simp [rotation, Matrix.sum_apply, Pi.single_apply, Finset.sum_sub_distrib, ite_mul, mul_ite]
    linarith [hA' i j]
```

Let \(e_i\) be the unit vector along axis \(i\), `Pi.single i 1` in Lean, and let \(A_i\) be row \(i\) of \(A\), read as a column vector. For antisymmetric \(A\),
\[
\sum_i[B(e_i),B(A_i)]=R\Big(\sum_i(e_iA_i^T-A_ie_i^T)\Big)=R(A-A^T)=2R(A).
\]
Halving gives the theorem. `simp` collapses the sum, and `linarith` uses the antisymmetry.

## Every Lorentz generator is a boost plus a rotation

```lean
/-- Every boost generator belongs to the Lorentz algebra. -/
theorem boost_mem (v : n → ℝ) : boost v ∈ lorentzAlgebra n := by
  show (boost v)ᵀ * metric n + metric n * boost v = 0
  ext (i | i) (j | j) <;>
    simp [boost, metric, Matrix.mul_apply, Fintype.sum_sum_type, Matrix.one_apply]
```

For a boost, \(B(v)^Tg\) and \(gB(v)\) cancel entry by entry.

```lean
/-- A matrix is in the Lorentz algebra exactly when it is the sum of a boost generator and an
antisymmetric matrix acting on space. -/
theorem mem_lorentzAlgebra_iff (X : Matrix (Unit ⊕ n) (Unit ⊕ n) ℝ) :
    X ∈ lorentzAlgebra n ↔ ∃ v A, Aᵀ = -A ∧ X = boost v + rotation A := by
  constructor
  · intro hX
    have hX' : Xᵀ * metric n + metric n * X = 0 := hX
    -- read the defining equation block by block
    have h00 : X (Sum.inl ()) (Sum.inl ()) = 0 := by
      have h := congrFun (congrFun hX' (Sum.inl ())) (Sum.inl ())
      simp [metric, Matrix.mul_apply, Fintype.sum_sum_type] at h
      linarith
    have h0 : ∀ j, X (Sum.inr j) (Sum.inl ()) = X (Sum.inl ()) (Sum.inr j) := by
      intro j
      have h := congrFun (congrFun hX' (Sum.inl ())) (Sum.inr j)
      simp [metric, Matrix.mul_apply, Fintype.sum_sum_type, Matrix.one_apply] at h
      linarith
    have hs : ∀ i j, X (Sum.inr j) (Sum.inr i) = -X (Sum.inr i) (Sum.inr j) := by
      intro i j
      have h := congrFun (congrFun hX' (Sum.inr i)) (Sum.inr j)
      simp [metric, Matrix.mul_apply, Fintype.sum_sum_type, Matrix.one_apply] at h
      linarith
    refine ⟨fun i => X (Sum.inl ()) (Sum.inr i),
      of fun i j => X (Sum.inr i) (Sum.inr j), ?_, ?_⟩
    · ext i j
      exact hs i j
    · ext (⟨⟩ | i) (⟨⟩ | j) <;> simp [boost, rotation, h00, h0]
  · rintro ⟨v, A, hA, rfl⟩
    refine add_mem (boost_mem v) ?_
    show (rotation A)ᵀ * metric n + metric n * rotation A = 0
    simp [rotation, metric, fromBlocks_transpose, fromBlocks_multiply, fromBlocks_add, hA]
```

Write \(X\) in blocks, with time first:
\[
X=\begin{pmatrix}a&b^T\\c&D\end{pmatrix},\qquad
X^Tg+gX=\begin{pmatrix}2a&b^T-c^T\\b-c&-(D+D^T)\end{pmatrix}.
\]
This vanishes exactly when \(a=0\), \(b=c\) and \(D^T=-D\), so \(X=B(b)+R(D)\). The steps `h00`, `h0` and `hs` extract these three conditions; the converse checks the boost and the rotation separately.

```lean
/-- The Lorentz algebra is closed under commutators. -/
theorem comm_mem {X Y : Matrix (Unit ⊕ n) (Unit ⊕ n) ℝ}
    (hX : X ∈ lorentzAlgebra n) (hY : Y ∈ lorentzAlgebra n) :
    comm X Y ∈ lorentzAlgebra n := by
  have hX' : Xᵀ * metric n = -(metric n * X) := eq_neg_of_add_eq_zero_left hX
  have hY' : Yᵀ * metric n = -(metric n * Y) := eq_neg_of_add_eq_zero_left hY
  -- move the metric through both transposed factors
  have e1 : Yᵀ * Xᵀ * metric n = metric n * Y * X := by
    rw [mul_assoc, hX', mul_neg, ← mul_assoc, hY', neg_mul, neg_neg]
  have e2 : Xᵀ * Yᵀ * metric n = metric n * X * Y := by
    rw [mul_assoc, hY', mul_neg, ← mul_assoc, hX', neg_mul, neg_neg]
  show (X * Y - Y * X)ᵀ * metric n + metric n * (X * Y - Y * X) = 0
  rw [transpose_sub, transpose_mul, transpose_mul, sub_mul, e1, e2]
  noncomm_ring
```

From \(X^Tg=-gX\) and \(Y^Tg=-gY\) we get \(Y^TX^Tg=-Y^TgX=gYX\), and likewise \(X^TY^Tg=gXY\). Therefore
\[
[X,Y]^Tg=gYX-gXY=-g[X,Y].
\]
The two products are `e1` and `e2`.

## Axis boosts are enough

```lean
/-- **Boosts generate the Lorentz algebra.** It is the smallest real subspace of matrices that is
closed under commutators and contains the boost generators along the coordinate axes. -/
theorem lorentzAlgebra_isLeast :
    IsLeast {S : Submodule ℝ (Matrix (Unit ⊕ n) (Unit ⊕ n) ℝ) |
      (∀ X ∈ S, ∀ Y ∈ S, comm X Y ∈ S) ∧ ∀ i, boost (Pi.single i 1) ∈ S}
      (lorentzAlgebra n) := by
  refine ⟨⟨fun X hX Y hY => comm_mem hX hY, fun i => boost_mem _⟩, ?_⟩
  rintro S ⟨hc, hb⟩ X hX
  -- axis boosts span all boosts
  have hall : ∀ v : n → ℝ, boost v ∈ S := by
    intro v
    have hv : boost v = ∑ i, v i • boost (Pi.single i (1 : ℝ)) := by
      ext (i | i) (j | j) <;> simp [boost, Matrix.sum_apply, Pi.single_apply]
    rw [hv]
    exact S.sum_mem fun i _ => S.smul_mem _ (hb i)
  -- commutators of boosts supply the rotation part
  obtain ⟨v, A, hA, rfl⟩ := (mem_lorentzAlgebra_iff X).1 hX
  refine S.add_mem (hall v) ?_
  rw [rotation_eq_sum_comm_boost A hA]
  exact S.smul_mem _ (S.sum_mem fun i _ => hc _ (hall _) _ (hall _))
```

`IsLeast` makes two claims: the Lorentz algebra has the listed properties, and it lies inside every subspace `S` that has them. Only the boosts along the axes are required.

The first claim is the closure and boost membership just shown. For the second, \(B(v)=\sum_i v_iB(e_i)\) puts every boost in `S`. Any Lorentz generator is \(B(v)+R(A)\) with \(A\) antisymmetric, and \(R(A)\) is half a sum of commutators of boosts, so it is in `S` too.

```lean
/-- Any real subspace of matrices that is closed under commutators and contains every boost
generator contains every `X` with `Xᵀ g + g X = 0`. -/
theorem mem_of_boosts_mem (S : Submodule ℝ (Matrix (Unit ⊕ n) (Unit ⊕ n) ℝ))
    (hc : ∀ X ∈ S, ∀ Y ∈ S, comm X Y ∈ S) (hb : ∀ v, boost v ∈ S)
    (X : Matrix (Unit ⊕ n) (Unit ⊕ n) ℝ) (hX : Xᵀ * metric n + metric n * X = 0) :
    X ∈ S :=
  lorentzAlgebra_isLeast.2 ⟨hc, fun _ => hb _⟩ hX

end

end BoostsGenerateLorentz
```

This is the opening statement, with `hc` for closure under commutators and `hb` for the boosts.

With one space direction, the only antisymmetric \(A\) is zero and the algebra is the line of boosts. Rotations first appear with two. There the boosts \(B(v)\) alone form a linear subspace, but it misses
\[
[B(e_1),B(e_2)]=R\begin{pmatrix}0&1\\-1&0\end{pmatrix},
\]
so the conclusion fails without closure under commutators.

```lean
#print axioms BoostsGenerateLorentz.comm_boost_eq_boost_iff
-- 'BoostsGenerateLorentz.comm_boost_eq_boost_iff' depends on axioms: [propext, Classical.choice, Quot.sound]
#print axioms BoostsGenerateLorentz.mem_lorentzAlgebra_iff
-- 'BoostsGenerateLorentz.mem_lorentzAlgebra_iff' depends on axioms: [propext, Classical.choice, Quot.sound]
#print axioms BoostsGenerateLorentz.mem_of_boosts_mem
-- 'BoostsGenerateLorentz.mem_of_boosts_mem' depends on axioms: [propext, Classical.choice, Quot.sound]
```
